# The confluent Vandermonde determinant equals \(\prod_{i<j}(x_j-x_i)^4\)

Let \(x_0,\dots,x_{n-1}\) be elements of a commutative ring, for instance real or complex numbers. Let \(M(x)\) be the \(2n\times 2n\) matrix with columns \(k=0,\dots,2n-1\) and rows

\[ M_{2i,\,k}=x_i^{\,k},\qquad M_{2i+1,\,k}=k\,x_i^{\,k-1}. \]

Then

\[ \det M(x)=\prod_{0\le i<j\le n-1}(x_j-x_i)^4 . \]

This is the fourth power of the \(n\times n\) Vandermonde determinant. In a nonzero ring without zero divisors it is nonzero exactly when the nodes are distinct, and for distinct real nodes it is the Boltzmann factor of a logarithmic gas at \(\beta=4\).

## Log-gas weights and fused fermion pairs

Take \(n\) unit charges on a line that repel through the two-dimensional Coulomb potential. Their dimensionless pair energy is

\[ E(x)=-\sum_{i<j}\log|x_j-x_i| , \]

and at inverse temperature \(\beta\) the Boltzmann factor is \(e^{-\beta E}=\prod_{i<j}|x_j-x_i|^{\beta}\). At \(\beta=4\) this is the repulsion factor in the eigenvalue density of the Gaussian symplectic ensemble. The result identifies that factor alone, without the confining potential and the normalisation of the density.

The same matrix arises for fermions. For \(2n\) non-interacting spinless fermions in a one-dimensional harmonic trap, the ground-state Slater determinant is a constant times a Gaussian times the Vandermonde determinant of the \(2n\) positions. Order the positions as \(x_0,y_0,x_1,y_1,\dots\) and bring the fermions together in pairs, \(y_i\to x_i\), at distinct points \(x_i\). The Vandermonde determinant then vanishes linearly in each separation \(y_i-x_i\), and the coefficient that remains is \(\det M(x)\). This is a factor of the wavefunction amplitude, and the probability density carries its square. The derivation follows this picture.

## Splitting each node into two

Attach a partner \(y_i\) to each \(x_i\) and order the \(2n\) nodes as \(z_{2i}=x_i\), \(z_{2i+1}=y_i\). From here on, particle \(i\) means the two nodes \(x_i,y_i\) together, which in the fermion picture are a pair of fermions, and a position is a place \(r=0,\dots,2n-1\) in this list. Define the divided difference of the monomial of degree \(k\) at nodes \(s,t\) by

\[ D_k(s,t)=\sum_{a=0}^{k-1}t^{a}s^{\,k-1-a}. \]

Multiplying by \(t-s\) makes the sum telescope, and at \(t=s\) all \(k\) terms are equal:

\[ t^k=s^k+(t-s)\,D_k(s,t),\qquad D_k(s,s)=k\,s^{k-1}. \]

Let \(P(x,y)\) be the matrix with rows \(P_{2i,k}=x_i^k\) and \(P_{2i+1,k}=D_k(x_i,y_i)\). Then \(P(x,x)=M(x)\), and it suffices to find \(\det P(x,y)\).

## Two evaluations of one Vandermonde determinant

First a row operation. Let a matrix \(A\) have row pairs \((u_i,w_i)\), and let \(A'\) have row pairs \((u_i,\,u_i+c_iw_i)\) with scalars \(c_i\). Then \(A'=BA\), where \(B\) is block diagonal with blocks \(\begin{pmatrix}1&0\\1&c_i\end{pmatrix}\) of determinant \(c_i\). Hence \(\det A'=\big(\prod_i c_i\big)\det A\).

Let \(V(z)\) be the Vandermonde matrix \(V_{r,k}=z_r^{\,k}\) of the \(2n\) nodes. Its row pairs are \(x_i^k\) and \(y_i^k=x_i^k+(y_i-x_i)D_k(x_i,y_i)\), so the row operation with \(c_i=y_i-x_i\) gives

\[ \det V(z)=\prod_i(y_i-x_i)\;\det P(x,y). \]

The product formula gives \(\det V(z)=\prod_{r<r'}(z_{r'}-z_r)\). Two positions \(r<r'\) belong either to the same particle or to particles \(i<j\). The same particle contributes the single factor \(z_{2i+1}-z_{2i}=y_i-x_i\). For \(i<j\) both positions of \(i\) precede both positions of \(j\), which gives four factors. Therefore

\[ \det V(z)=\prod_i(y_i-x_i)\;W(x,y),\qquad W(x,y)=\prod_{i<j}(x_j-x_i)(y_j-x_i)(x_j-y_i)(y_j-y_i). \]

## Cancelling the pair factor

The two expressions share the prefactor \(\prod_i(y_i-x_i)\), which is zero at the point of interest \(y=x\). Introduce an indeterminate \(\varepsilon\), work with polynomials in \(\varepsilon\), and replace every \(y_i\) by \(y_i+\varepsilon\). Both evaluations hold in this larger ring, so

\[ \prod_i(\varepsilon+y_i-x_i)\,\big[\det P(x,y+\varepsilon)-W(x,y+\varepsilon)\big]=0 . \]

The prefactor is a polynomial in \(\varepsilon\) with leading coefficient 1. Multiplying a nonzero polynomial by it preserves the leading coefficient, so the bracket must vanish identically. Setting \(\varepsilon=0\) gives \(\det P(x,y)=W(x,y)\) for all \(x\) and \(y\). At \(y=x\) the four factors of \(W\) coincide, and \(\det M(x)=\prod_{i<j}(x_j-x_i)^4\). For real nodes this argument takes the place of dividing by the separations and letting them tend to zero.

The consequences follow directly. With \(V(x)\) the \(n\times n\) Vandermonde matrix, \(\det V(x)=\prod_{i<j}(x_j-x_i)\), so \(\det M=(\det V(x))^4\). In a nonzero ring without zero divisors a fourth power vanishes only if its base does, and a product only if one factor does. For distinct reals, \((x_j-x_i)^4=|x_j-x_i|^4=e^{4\log|x_j-x_i|}\), and the product of these is \(e^{-4E}\).

## One and two particles

For \(n=0\) both sides are 1. For \(n=1\) the matrix is \(\begin{pmatrix}1&x_0\\0&1\end{pmatrix}\), with determinant 1, equal to the empty product. For \(n=2\) with \(x_0=0\) and \(x_1=h\),

\[ \det\begin{pmatrix}1&0&0&0\\0&1&0&0\\1&h&h^2&h^3\\0&1&2h&3h^2\end{pmatrix}=h^2\cdot 3h^2-h^3\cdot 2h=h^4 . \]

## From the matrices to their Lean definitions

The nodes are a function `x : Fin n → R` into a commutative ring `R`, with particles numbered from 0 as above. Rows and columns are indexed by `Fin (n * 2)`. The function `interleave u v` puts `u i` in position \(2i\) and `v i` in position \(2i+1\), and `slot i a` is position \(2i+a\). The definitions `confluent`, `dividedDiff`, `pointSplit`, `pairWeight` and `logGasEnergy` are \(M\), \(D_k\), \(P\), \(W\) and \(E\). A product `∏ i, ∏ j ∈ Ioi i` runs over all pairs \(i<j\). The row order, with the value before the derivative in each pair, fixes the overall sign as \(+1\).

The theorem `det_confluent` says that for every \(n\), every commutative ring and every list of nodes, repeated or not, \(\det M=\prod_{i<j}(x_j-x_i)^4\). The odd rows are defined by the formula \(k\,x_i^{k-1}\) with \(k\) cast into `R`, so no differentiation occurs and rings of positive characteristic are included. The theorem `det_confluent_eq_vandermonde_pow` restates the value as `det (vandermonde x) ^ 4`. The theorem `det_confluent_ne_zero_iff` adds `IsDomain R`, a nonzero ring without zero divisors such as any field, and uses `Function.Injective x` for pairwise distinct nodes.

The theorem `det_confluent_eq_boltzmann` is for real positions and assumes `hx : Function.Injective x`, meaning that no two charges sit at the same point, where the physical energy would be infinite. Two total-function conventions of Lean enter here: at \(k=0\) the exponent `(k : ℕ) - 1` is truncated to 0, which is harmless because the entry is multiplied by \(k=0\), while `Real.log` of 0 is 0, so that for coinciding charges the exponential would be positive although the determinant is zero.

The statements concern finitely many nodes, monomial columns and one derivative row per node. They contain no confining potential, no partition function, no probability measure and no random matrix.

```lean
import Mathlib

open Matrix Finset

namespace ConfluentVandermonde

variable {R : Type*} [CommRing R] {n : ℕ}

/-- The list of length `2n` with `u i` in position `2i` and `v i` in position `2i + 1`. -/
def interleave {α : Type*} (u v : Fin n → α) (r : Fin (n * 2)) : α :=
  if (r : ℕ) % 2 = 0 then u r.divNat else v r.divNat

/-- Position `2i + a`: member `a` of the pair of positions that belongs to particle `i`. -/
def slot (i : Fin n) (a : Fin 2) : Fin (n * 2) := finProdFinEquiv (i, a)

/-- The confluent Vandermonde matrix: row `2i` is `x_i^k` and row `2i + 1` is
`k x_i^(k-1)`, for `k = 0, ..., 2n - 1`. -/
def confluent (x : Fin n → R) : Matrix (Fin (n * 2)) (Fin (n * 2)) R :=
  of (interleave (fun i k => x i ^ (k : ℕ)) (fun i k => ((k : ℕ) : R) * x i ^ ((k : ℕ) - 1)))

/-- The divided difference of the monomial of degree `k` at the nodes `s` and `t`, written
without division as the sum of `t^a s^(k-1-a)` over `a < k`. -/
def dividedDiff (s t : R) (k : ℕ) : R := ∑ a ∈ range k, t ^ a * s ^ (k - 1 - a)

/-- The point-split matrix: row `2i` is `x_i^k` and row `2i + 1` is the divided difference
of the monomial of degree `k` at `x_i` and `y_i`. -/
def pointSplit (x y : Fin n → R) : Matrix (Fin (n * 2)) (Fin (n * 2)) R :=
  of (interleave (fun i k => x i ^ (k : ℕ)) (fun i k => dividedDiff (x i) (y i) (k : ℕ)))

/-- The product over `i < j` of the four differences between the nodes `x_j, y_j` and the
nodes `x_i, y_i`. -/
def pairWeight (x y : Fin n → R) : R :=
  ∏ i, ∏ j ∈ Ioi i, ((x j - x i) * (y j - x i) * ((x j - y i) * (y j - y i)))

/-- The logarithmic pair repulsion energy of `n` unit charges on a line. -/
noncomputable def logGasEnergy (x : Fin n → ℝ) : ℝ :=
  -∑ i, ∑ j ∈ Ioi i, Real.log |x j - x i|

/-- Positions `2i` and `2i + 1` of the interleaved list hold `u i` and `v i`. -/
theorem interleave_slot {α : Type*} (u v : Fin n → α) (i : Fin n) :
    interleave u v (slot i 0) = u i ∧ interleave u v (slot i 1) = v i := by
  have hd : ∀ a : Fin 2, (slot i a).divNat = i := fun a => by
    have := congrArg Prod.fst (finProdFinEquiv.symm_apply_apply (i, a))
    exact this
  have h0 : ((slot i 0 : Fin (n * 2)) : ℕ) % 2 = 0 := by
    show (0 + 2 * (i : ℕ)) % 2 = 0
    omega
  have h1 : ¬ ((slot i 1 : Fin (n * 2)) : ℕ) % 2 = 0 := by
    show ¬ (1 + 2 * (i : ℕ)) % 2 = 0
    omega
  unfold interleave
  rw [if_pos h0, if_neg h1, hd, hd]
  exact ⟨rfl, rfl⟩

/-- The determinant with row pairs `(u_i, u_i + c_i w_i)` is the product of the `c_i` times
the determinant with row pairs `(u_i, w_i)`. -/
theorem det_interleave_add (u w : Fin n → Fin (n * 2) → R) (c : Fin n → R) :
    det (of (interleave u fun i k => u i k + c i * w i k)) =
      (∏ i, c i) * det (of (interleave u w)) := by
  obtain ⟨e, he⟩ : ∃ e : Fin 2 × Fin n ≃ Fin (n * 2), ∀ a i, e (a, i) = slot i a :=
    ⟨(Equiv.prodComm _ _).trans finProdFinEquiv, fun _ _ => rfl⟩
  have h2 : ∀ a : Fin 2, a = 0 ∨ a = 1 := by decide
  -- the row operation is a block-diagonal matrix with one 2 × 2 block per pair
  have key : (of (interleave u fun i k => u i k + c i * w i k)).submatrix e e =
      blockDiagonal (fun i => !![1, 0; 1, c i]) * (of (interleave u w)).submatrix e e := by
    refine Matrix.ext ?_
    rintro ⟨a, i⟩ q
    obtain rfl | rfl := h2 a <;>
      simp [Matrix.mul_apply, Fintype.sum_prod_type, Fin.sum_univ_two, blockDiagonal_apply,
        he, interleave_slot]
  rw [← det_submatrix_equiv_self e, key, det_mul, det_blockDiagonal, det_submatrix_equiv_self]
  simp [det_fin_two_of]

/-- The Vandermonde determinant of the `2n` nodes `x_0, y_0, ..., x_(n-1), y_(n-1)` is the product
of the intra-pair differences `y_i - x_i` times the inter-pair weight. -/
theorem det_vandermonde_interleave (x y : Fin n → R) :
    det (vandermonde (interleave x y)) = (∏ i, (y i - x i)) * pairWeight x y := by
  have hI : ∀ {m : ℕ} (g : Fin m → R) (i : Fin m),
      ∏ j ∈ Ioi i, g j = ∏ j, if i < j then g j else 1 := by
    intro m g i
    rw [← Finset.prod_filter]
    congr 1
    ext j
    simp
  have hP : ∀ g : Fin (n * 2) → R, ∏ r, g r = ∏ i, (g (slot i 0) * g (slot i 1)) := by
    intro g
    rw [← finProdFinEquiv.prod_comp g, Fintype.prod_prod_type]
    exact Finset.prod_congr rfl fun i _ => Fin.prod_univ_two _
  -- order of the positions in terms of the order of the particles
  have h00 : ∀ i j : Fin n, slot i 0 < slot j 0 ↔ i < j := fun i j => by
    show 0 + 2 * (i : ℕ) < 0 + 2 * (j : ℕ) ↔ (i : ℕ) < (j : ℕ)
    omega
  have h01 : ∀ i j : Fin n, slot i 0 < slot j 1 ↔ i ≤ j := fun i j => by
    show 0 + 2 * (i : ℕ) < 1 + 2 * (j : ℕ) ↔ (i : ℕ) ≤ (j : ℕ)
    omega
  have h10 : ∀ i j : Fin n, slot i 1 < slot j 0 ↔ i < j := fun i j => by
    show 1 + 2 * (i : ℕ) < 0 + 2 * (j : ℕ) ↔ (i : ℕ) < (j : ℕ)
    omega
  have h11 : ∀ i j : Fin n, slot i 1 < slot j 1 ↔ i < j := fun i j => by
    show 1 + 2 * (i : ℕ) < 1 + 2 * (j : ℕ) ↔ (i : ℕ) < (j : ℕ)
    omega
  unfold pairWeight
  rw [det_vandermonde, ← Finset.prod_mul_distrib, hP]
  refine Finset.prod_congr rfl fun i _ => ?_
  have hd : y i - x i = ∏ j, if i = j then y i - x i else 1 := by simp
  simp only [hI, hP, interleave_slot, h00, h01, h10, h11]
  rw [hd, ← Finset.prod_mul_distrib, ← Finset.prod_mul_distrib]
  refine Finset.prod_congr rfl fun j _ => ?_
  rcases lt_trichotomy i j with h | rfl | h
  · simp [h, h.le, h.ne]
  · simp
  · simp [not_lt.mpr h.le, not_le.mpr h, h.ne']

/-- The Vandermonde determinant of the `2n` nodes is the product of the intra-pair
differences times the point-split determinant. -/
theorem det_vandermonde_eq_mul_pointSplit (x y : Fin n → R) :
    det (vandermonde (interleave x y)) = (∏ i, (y i - x i)) * det (pointSplit x y) := by
  unfold pointSplit
  rw [← det_interleave_add]
  refine congrArg det ?_
  ext r k
  by_cases h : (r : ℕ) % 2 = 0
  · simp only [vandermonde_apply, of_apply, interleave, if_pos h]
  · -- y^k = x^k + (y - x) times the divided difference
    have hg := geom_sum₂_mul (y r.divNat) (x r.divNat) (k : ℕ)
    simp only [vandermonde_apply, of_apply, interleave, if_neg h, dividedDiff]
    linear_combination -hg

/-- A ring homomorphism sends the point-split determinant to the point-split determinant of
the image nodes. -/
theorem map_det_pointSplit {S : Type*} [CommRing S] (f : R →+* S) (x y : Fin n → R) :
    f (det (pointSplit x y)) = det (pointSplit (fun i => f (x i)) (fun i => f (y i))) := by
  rw [RingHom.map_det]
  refine congrArg det ?_
  ext r k
  by_cases h : (r : ℕ) % 2 = 0 <;> simp [pointSplit, interleave, dividedDiff, h]

open Polynomial in
/-- For arbitrary nodes the point-split determinant equals the inter-pair weight. -/
theorem det_pointSplit (x y : Fin n → R) : det (pointSplit x y) = pairWeight x y := by
  -- shift every y_i by an indeterminate, so that the intra-pair factor is monic
  have h := (det_vandermonde_eq_mul_pointSplit (fun i => C (x i))
    (fun i => X + C (y i))).symm.trans (det_vandermonde_interleave _ _)
  have hm : (∏ i, (X + C (y i) - C (x i))).Monic :=
    monic_prod_of_monic _ _ fun i _ => by
      rw [add_sub_assoc, ← C_sub]
      exact monic_X_add_C _
  have h2 : det (pointSplit (fun i => C (x i)) (fun i => X + C (y i))) =
      pairWeight (fun i => C (x i)) (fun i => X + C (y i)) := hm.isRegular.left h
  -- set the indeterminate to zero
  have h3 := congrArg (evalRingHom (0 : R)) h2
  rw [map_det_pointSplit] at h3
  simpa [pairWeight, Polynomial.eval_prod] using h3

/-- The confluent Vandermonde determinant is the product over `i < j` of `(x_j - x_i)^4`. -/
theorem det_confluent (x : Fin n → R) :
    det (confluent x) = ∏ i, ∏ j ∈ Ioi i, (x j - x i) ^ 4 := by
  -- at coinciding nodes the divided difference is k x^(k-1)
  have h : confluent x = pointSplit x x := by
    simp only [confluent, pointSplit, dividedDiff, geom_sum₂_self]
  rw [h, det_pointSplit]
  unfold pairWeight
  exact Finset.prod_congr rfl fun i _ => Finset.prod_congr rfl fun j _ => by ring

/-- The confluent determinant is the fourth power of the `n × n` Vandermonde determinant. -/
theorem det_confluent_eq_vandermonde_pow (x : Fin n → R) :
    det (confluent x) = det (vandermonde x) ^ 4 := by
  rw [det_confluent, det_vandermonde]
  simp only [Finset.prod_pow]

/-- Over an integral domain the confluent determinant is nonzero exactly when the nodes are
pairwise distinct. -/
theorem det_confluent_ne_zero_iff [IsDomain R] (x : Fin n → R) :
    det (confluent x) ≠ 0 ↔ Function.Injective x := by
  rw [det_confluent_eq_vandermonde_pow, pow_ne_zero_iff (by norm_num),
    det_vandermonde_ne_zero_iff]

/-- For distinct real positions the confluent determinant is the Boltzmann factor
`exp (-β E)` of the log-gas energy at `β = 4`. -/
theorem det_confluent_eq_boltzmann (x : Fin n → ℝ) (hx : Function.Injective x) :
    det (confluent x) = Real.exp (-4 * logGasEnergy x) := by
  rw [det_confluent]
  unfold logGasEnergy
  rw [neg_mul_neg, Finset.mul_sum, Real.exp_sum]
  refine Finset.prod_congr rfl fun i _ => ?_
  rw [Finset.mul_sum, Real.exp_sum]
  refine Finset.prod_congr rfl fun j hj => ?_
  have hne : x j - x i ≠ 0 := sub_ne_zero.mpr (hx.ne (Finset.mem_Ioi.mp hj).ne')
  have hl : (4 : ℝ) * Real.log |x j - x i| = Real.log (|x j - x i| ^ 4) := by
    rw [Real.log_pow]
    norm_num
  rw [hl, Real.exp_log (pow_pos (abs_pos.mpr hne) 4)]
  exact (Even.pow_abs ⟨2, rfl⟩ _).symm

end ConfluentVandermonde
```

```lean
#print axioms ConfluentVandermonde.det_confluent_eq_vandermonde_pow
-- 'ConfluentVandermonde.det_confluent_eq_vandermonde_pow' depends on axioms: [propext, Classical.choice, Quot.sound]
#print axioms ConfluentVandermonde.det_confluent_ne_zero_iff
-- 'ConfluentVandermonde.det_confluent_ne_zero_iff' depends on axioms: [propext, Classical.choice, Quot.sound]
#print axioms ConfluentVandermonde.det_confluent_eq_boltzmann
-- 'ConfluentVandermonde.det_confluent_eq_boltzmann' depends on axioms: [propext, Classical.choice, Quot.sound]
```

## The row operation as a block matrix

The lemma `interleave_slot` reads off the entries at positions \(2i\) and \(2i+1\) from the parity of the position. In `det_interleave_add` the bijection `e` sends the pair `(a, i)` to `slot i a`. Relabelling rows and columns by the same bijection leaves the determinant unchanged, which is `det_submatrix_equiv_self`. The claim `key` is \(A'=BA\) with \(B\) equal to `blockDiagonal (fun i => !![1, 0; 1, c i])`, checked entry by entry for \(a=0\) and \(a=1\). Then `det_mul` and `det_blockDiagonal` give \(\prod_i c_i\).

## Sorting the differences by particle

The lemma `det_vandermonde_interleave` starts from Mathlib's `det_vandermonde`, so the ordinary product formula is quoted and not rederived. The step `hI` writes a product over \(j>i\) as an unrestricted product with factor 1 where the condition fails, and `hP` splits a product over \(2n\) positions into products over the two slots of each particle. The four statements `h00`, `h01`, `h10` and `h11` translate the order of positions into the order of particles. Only `h01` has \(i\le j\), and its case \(i=j\) is the factor \(y_i-x_i\). The final `lt_trichotomy` split matches the count by hand: four factors for \(i<j\), one for \(i=j\), none for \(i>j\).

The other evaluation is `det_vandermonde_eq_mul_pointSplit`. It applies `det_interleave_add` backwards and compares entries. Even rows agree by definition, and odd rows agree by the telescoping identity, which is `geom_sum₂_mul`.

## The indeterminate shift and the corollaries

In `det_pointSplit` the indeterminate \(\varepsilon\) is `X`, and `C` embeds ring elements as constant polynomials, so \(y_i+\varepsilon\) is `X + C (y i)`. The equation `h` equates the two evaluations over the polynomial ring, `hm` shows that the prefactor is monic, and `hm.isRegular.left` cancels it. Setting \(\varepsilon=0\) is the ring homomorphism `evalRingHom (0 : R)`. The lemma `map_det_pointSplit` moves it through the determinant and onto the nodes, which works because the entries of \(P\) are sums of products of nodes.

The theorem `det_confluent` uses `geom_sum₂_self` for \(D_k(s,s)=k\,s^{k-1}\), obtains `confluent x = pointSplit x x`, and lets `ring` collect the four equal factors. The first corollary moves the fourth power out of the product. The second combines `pow_ne_zero_iff` with `det_vandermonde_ne_zero_iff`. The third turns the exponential of the double sum into a double product with `Real.exp_sum`, and treats each pair with `Real.log_pow`, `Real.exp_log` and `Even.pow_abs`, where `hne` supplies \(x_j-x_i\ne 0\).

## Interpolation with forces, sampling and Pfaffians

The uses that follow rest on the theorems but are not proved in the Lean code. Applied to the coefficient vector of a polynomial \(p\) of degree below \(2n\), the matrix \(M\) returns the values \(p(x_i)\) and slopes \(p'(x_i)\). Fitting such a polynomial to a one-dimensional potential curve, with energies as values and minus the forces as slopes at \(n\) distinct geometries, is thus a linear system with nonzero determinant, and the \(4\times4\) matrix above is the cubic case with spacing \(h\).

A Monte Carlo code for the \(\beta=4\) gas needs no \(2n\times2n\) factorisation, since \(\log\det M=-4E\) is a sum over pairs, and moving one particle changes \(n-1\) terms.

In analytic work the identity is used from right to left. With a one-body weight \(\rho\) whose moments are finite, each \(x_i\) occurs in two rows only, and integrating the expanded determinant gives

\[ \int\prod_i \rho(x_i)\,dx_i\;\prod_{i<j}(x_j-x_i)^4=n!\,\operatorname{Pf}K,\qquad K_{kl}=(l-k)\int \rho(s)\,s^{\,k+l-1}\,ds , \]

where \(K\) is an antisymmetric \(2n\times2n\) matrix with indices \(k,l=0,\dots,2n-1\) and zero diagonal, and \(\operatorname{Pf}K\) is its Pfaffian.
